# The finite-difference spread of a Gaussian density on a k mesh: closed form, bounds and limits

## Density, overlap and spread

Let $x$ be position along one axis and let $v>0$ be a variance, with the dimension of length squared. The centred Gaussian density is

$$\rho_v(x)=\frac{1}{\sqrt{2\pi v}}\,e^{-x^2/(2v)} .$$

For a real wave vector $b$, the average of $e^{-ibx}$ over this density is

$$z(v,b)=\int_{-\infty}^{\infty}e^{-ibx}\rho_v(x)\,dx ,$$

and for $b\neq0$ the finite-difference spread is

$$S(v,b)=\frac{1-|z(v,b)|^2}{b^2}.$$

"Spread" means a variance here, not a standard deviation.

The physical problem is to find the variance of a Wannier function when the Bloch states are known only on a mesh of wave vectors with spacing $b$. The variance is then estimated from overlaps between neighbouring mesh points, and the estimate depends on $b$. For a single Gaussian density in one dimension, this dependence can be written down completely.

## From Bloch overlaps to the average $z$

Take a one-dimensional crystal with lattice constant $a$ and $N$ mesh points, so that $b=2\pi/(Na)$. A Wannier calculation forms the overlaps $M_k=\langle u_k|u_{k+b}\rangle$ of the cell-periodic parts of the Bloch states. In the PAW and ultrasoft methods, these contain an augmentation term with the Fourier components of the augmentation charges at $b$. The average of $M_k$ over the mesh is the expectation value of $e^{-ibx}$ in the Wannier function, which is the role played by $z$.

If $M_k$ is the same at every $k$, the usual spread functional reduces to $(1-|M|^2)/b^2$. The step from a crystal to the model is therefore the replacement of all the $M_k$ by one number, computed from an isolated Gaussian on the infinite line. Real Wannier functions have other shapes, and $M_k$ varies with $k$ when $e^{-ibx}$ has nonzero matrix elements between a Wannier function and its copies in other cells. Such elements can occur where the copies extend over the same region, even though the copies are orthogonal.

## What is proved

For $v>0$:

- $z(v,b)=e^{-b^2v/2}$ and $S(v,b)=(1-e^{-b^2v})/b^2$.
- For every $b\neq0$,
$$\frac{v}{1+b^2v}<S(v,b)<\frac{v}{1+b^2v/2}.$$
- $S(v,b)$ strictly decreases with $b$ on $b>0$ and tends to $v$ as $b\to0$.
- At fixed $b\neq0$, $S(v,b)$ strictly increases with $v$ and tends to $1/b^2$ as $v\to\infty$.

The upper bound is smaller than $v$, so for a Gaussian density $S$ is always too small. A fixed mesh keeps the order of the spreads of such densities, but values with $b^2v\gg1$ crowd together below the ceiling $1/b^2=(Na/2\pi)^2$.

## Derivation

**The average.** Completing the square gives

$$-\frac{x^2}{2v}-ibx=-\frac{(x+ibv)^2}{2v}-\frac{b^2v}{2}.$$

The shifted Gaussian integrates to $\sqrt{2\pi v}$, which cancels the normalisation. Hence $z=e^{-b^2v/2}$ and $|z|^2=e^{-b^2v}$, and the closed form of $S$ follows.

**The bounds.** For $t>0$, $e^t>1+t$, so $(1+t)e^{-t}<1$. At $t=y>0$ this gives

$$1-e^{-y}>1-\frac1{1+y}=\frac{y}{1+y}.$$

For the other side, let $g(t)=(2+t)e^{-t}+t$. Then $g(0)=2$ and $g'(t)=1-(1+t)e^{-t}>0$ for $t>0$, so $g(y)>2$. Rearranged, this reads $(2+y)(1-e^{-y})<2y$, or

$$1-e^{-y}<\frac{y}{1+y/2}.$$

Setting $y=b^2v$ and dividing by $b^2$ gives the bounds on $S$.

**Decrease with the step.** Let $0<b<c$ and $t=b^2/c^2$, so $0<t<1$. The point $-b^2v$ equals $t(-c^2v)+(1-t)\cdot0$. Strict convexity of the exponential gives

$$e^{-b^2v}<t\,e^{-c^2v}+1-t,$$

so $1-e^{-b^2v}>t(1-e^{-c^2v})$. Division by $b^2=tc^2$ gives $S(v,b)>S(v,c)$.

**The two limits.** As $b\to0$, both bounds tend to $v$, and $S$ is squeezed between them. At fixed $b\neq0$, $e^{-b^2v}$ strictly decreases to zero as $v$ grows, so $S$ strictly increases to $1/b^2$.

## Numbers for unit variance

Take $v=1$ in some unit of length squared, with $b$ in the matching inverse length. At $b=1$ the spread is $1-e^{-1}\approx0.632$, between the bounds $0.5$ and $0.667$. At $b=1/2$ it is $4(1-e^{-1/4})\approx0.885$, between $0.8$ and $0.889$. Halving the step reduces the shortfall from about 37% to about 12%.

The ceiling shows at $b=1$ for larger variances: $v=4$ gives $0.982$ and $v=9$ gives $0.9999$.

## The same objects in Lean

`density v x` is $\rho_v(x)$, `overlap v b` is $z(v,b)$ and `fdSpread v b` is $S(v,b)$. The name `overlap` stands for the average over one density, not for a matrix element between two Bloch states. It is defined as a complex integral over the real line, and `fdSpread` is built from its norm, so the closed forms are theorems and not definitions.

The hypothesis `hv : 0 < v` makes the density a genuine Gaussian, and `hb : b ≠ 0` says that the mesh has a nonzero step. `StrictAntiOn (fdSpread v) (Set.Ioi 0)` is strict decrease on positive steps. In the fine-mesh limit, `𝓝[≠] 0` means that $b$ approaches zero from either side without reaching it; at $b=0$ itself, Lean's division by zero gives the spread the value $0$. `StrictMonoOn` and `atTop` express the increase with $v$ and the limit of large variance.

```lean
import Mathlib

open scoped Real Topology
open Filter

namespace GaussianWannierSpread

noncomputable section

/-- The normalised centred Gaussian density of variance `v`, for `v > 0`. -/
def density (v x : ℝ) : ℝ := (√(2 * π * v))⁻¹ * Real.exp (-x ^ 2 / (2 * v))

/-- The average `z` of `exp(-ibx)` over the Gaussian density of variance `v`. -/
def overlap (v b : ℝ) : ℂ :=
  ∫ x : ℝ, Complex.exp (-(Complex.I * b * x)) * (density v x : ℂ)

/-- The finite-difference spread `(1 - |z|²) / b²` at mesh step `b ≠ 0`. -/
def fdSpread (v b : ℝ) : ℝ := (1 - ‖overlap v b‖ ^ 2) / b ^ 2

/-- For variance `v > 0` the average of `exp(-ibx)` is `exp(-b²v/2)`. -/
theorem overlap_eq {v : ℝ} (hv : 0 < v) (b : ℝ) :
    overlap v b = (Real.exp (-(b ^ 2 * v / 2)) : ℂ) := by
  have hre : (((-(1 / (2 * v)) : ℝ) : ℂ)).re < 0 := by
    rw [Complex.ofReal_re]
    have : 0 < 1 / (2 * v) := by positivity
    linarith
  have hint := integral_cexp_quadratic hre (-(Complex.I * b)) 0
  -- the Gaussian integral produces exactly the normalisation constant
  have hs : ((π : ℂ) / -((-(1 / (2 * v)) : ℝ) : ℂ)) ^ (1 / 2 : ℂ)
      = ((√(2 * π * v) : ℝ) : ℂ) := by
    have h1 : (π : ℂ) / -((-(1 / (2 * v)) : ℝ) : ℂ) = ((2 * π * v : ℝ) : ℂ) := by
      push_cast
      ring_nf
      rw [inv_inv]
    rw [h1, Real.sqrt_eq_rpow, Complex.ofReal_cpow (by positivity)]
    simp
  have hne : ((√(2 * π * v) : ℝ) : ℂ) ≠ 0 := by
    have : 0 < √(2 * π * v) := Real.sqrt_pos.mpr (by positivity)
    exact_mod_cast this.ne'
  have hx : ∀ x : ℝ, Complex.exp (-(Complex.I * b * x)) * (density v x : ℂ)
      = ((√(2 * π * v) : ℝ) : ℂ)⁻¹ * Complex.exp
        (((-(1 / (2 * v)) : ℝ) : ℂ) * (x : ℂ) ^ 2 + -(Complex.I * b) * x + 0) := by
    intro x
    rw [density, Complex.ofReal_mul, Complex.ofReal_inv, Complex.ofReal_exp,
      mul_left_comm, ← Complex.exp_add]
    congr 2
    push_cast
    ring
  have hI : (-(Complex.I * (b : ℂ))) ^ 2 = -(b : ℂ) ^ 2 := by
    rw [neg_sq, mul_pow, Complex.I_sq]
    ring
  simp only [overlap, hx]
  rw [MeasureTheory.integral_const_mul, hint, hs, ← mul_assoc, inv_mul_cancel₀ hne,
    one_mul, Complex.ofReal_exp, hI]
  congr 1
  push_cast
  ring_nf
  rw [inv_inv]

/-- For variance `v > 0` the finite-difference spread is `(1 - exp(-b²v)) / b²`. -/
theorem fdSpread_eq {v : ℝ} (hv : 0 < v) (b : ℝ) :
    fdSpread v b = (1 - Real.exp (-(b ^ 2 * v))) / b ^ 2 := by
  have h : Real.exp (-(b ^ 2 * v / 2)) ^ 2 = Real.exp (-(b ^ 2 * v)) := by
    rw [← Real.exp_nat_mul]
    congr 1
    push_cast
    ring
  rw [fdSpread, overlap_eq hv, Complex.norm_real, Real.norm_eq_abs, sq_abs, h]

/-- For `x > 0`, `1 - exp(-x)` lies strictly between `x/(1+x)` and `x/(1+x/2)`. -/
theorem one_sub_exp_bounds {x : ℝ} (hx : 0 < x) :
    x / (1 + x) < 1 - Real.exp (-x) ∧ 1 - Real.exp (-x) < x / (1 + x / 2) := by
  have key : ∀ t : ℝ, 0 < t → (1 + t) * Real.exp (-t) < 1 := by
    intro t ht
    have h1 : Real.exp t * Real.exp (-t) = 1 := by
      rw [← Real.exp_add, add_neg_cancel, Real.exp_zero]
    nlinarith [mul_pos (sub_pos.mpr (Real.add_one_lt_exp ht.ne')) (Real.exp_pos (-t))]
  constructor
  · rw [div_lt_iff₀ (by positivity)]
    linarith [key x hx]
  · -- the function (2 + t) exp(-t) + t increases from its value 2 at t = 0
    have hder : ∀ t : ℝ, HasDerivAt (fun t : ℝ => (2 + t) * Real.exp (-t) + t)
        (1 - (1 + t) * Real.exp (-t)) t := by
      intro t
      have h1 : HasDerivAt (fun t : ℝ => Real.exp (-t)) (Real.exp (-t) * (-1)) t :=
        (hasDerivAt_neg t).exp
      have h2 : HasDerivAt (fun t : ℝ => 2 + t) 1 t := (hasDerivAt_id' t).const_add 2
      exact ((h2.fun_mul h1).fun_add (hasDerivAt_id' t)).congr_deriv (by ring)
    have hmono : StrictMonoOn (fun t : ℝ => (2 + t) * Real.exp (-t) + t) (Set.Ici 0) := by
      apply strictMonoOn_of_deriv_pos (convex_Ici 0)
      · exact fun t _ => (hder t).continuousAt.continuousWithinAt
      · intro t ht
        rw [interior_Ici] at ht
        rw [(hder t).deriv]
        linarith [key t ht]
    have h := hmono (Set.mem_Ici.mpr le_rfl) (Set.mem_Ici.mpr hx.le) hx
    simp only [neg_zero, Real.exp_zero, add_zero, mul_one] at h
    rw [lt_div_iff₀ (by positivity)]
    linarith

/-- For variance `v > 0` and any step `b ≠ 0`, the finite-difference spread lies strictly
between `v/(1 + b²v)` and `v/(1 + b²v/2)`. -/
theorem fdSpread_bounds {v b : ℝ} (hv : 0 < v) (hb : b ≠ 0) :
    v / (1 + b ^ 2 * v) < fdSpread v b ∧ fdSpread v b < v / (1 + b ^ 2 * v / 2) := by
  have hb2 : 0 < b ^ 2 := by positivity
  obtain ⟨h1, h2⟩ := one_sub_exp_bounds (mul_pos hb2 hv)
  rw [fdSpread_eq hv]
  constructor
  · rw [lt_div_iff₀ hb2]
    calc v / (1 + b ^ 2 * v) * b ^ 2 = b ^ 2 * v / (1 + b ^ 2 * v) := by ring
      _ < _ := h1
  · rw [div_lt_iff₀ hb2]
    calc 1 - Real.exp (-(b ^ 2 * v)) < b ^ 2 * v / (1 + b ^ 2 * v / 2) := h2
      _ = _ := by ring

/-- For variance `v > 0` the finite-difference spread strictly decreases with the mesh
step `b > 0`, and it tends to `v` as the step tends to zero. -/
theorem fdSpread_strictAnti_and_tendsto {v : ℝ} (hv : 0 < v) :
    StrictAntiOn (fdSpread v) (Set.Ioi 0) ∧ Tendsto (fdSpread v) (𝓝[≠] 0) (𝓝 v) := by
  constructor
  · intro b hb c hc hbc
    have hb0 : 0 < b := hb
    have hc0 : 0 < c := hc
    have hb2 : 0 < b ^ 2 := by positivity
    have hc2 : 0 < c ^ 2 := by positivity
    have hlt : b ^ 2 < c ^ 2 := by nlinarith
    obtain ⟨t, ht, ht0, ht1⟩ : ∃ t : ℝ, t * c ^ 2 = b ^ 2 ∧ 0 < t ∧ t < 1 :=
      ⟨b ^ 2 / c ^ 2, by field_simp, div_pos hb2 hc2, (div_lt_one hc2).mpr hlt⟩
    -- strict convexity of exp between -c²v and 0
    have hne : -(c ^ 2 * v) ≠ 0 := neg_ne_zero.mpr (mul_pos hc2 hv).ne'
    have h := strictConvexOn_exp.2 (Set.mem_univ (-(c ^ 2 * v))) (Set.mem_univ 0) hne
      ht0 (sub_pos.mpr ht1) (by ring)
    simp only [smul_eq_mul, mul_zero, add_zero, Real.exp_zero, mul_one] at h
    have e : t * -(c ^ 2 * v) = -(b ^ 2 * v) := by linear_combination (-v) * ht
    rw [e] at h
    have h2 := mul_pos hc2 (sub_pos.mpr h)
    have h3 : c ^ 2 * (t * Real.exp (-(c ^ 2 * v)) + (1 - t))
        = b ^ 2 * Real.exp (-(c ^ 2 * v)) + c ^ 2 - b ^ 2 := by
      linear_combination (Real.exp (-(c ^ 2 * v)) - 1) * ht
    rw [fdSpread_eq hv, fdSpread_eq hv, div_lt_div_iff₀ hc2 hb2]
    linarith
  · -- squeeze between the two rational bounds
    have c1 : ContinuousAt (fun b : ℝ => v / (1 + b ^ 2 * v)) 0 :=
      ContinuousAt.div continuousAt_const (by fun_prop) (by simp)
    have c2 : ContinuousAt (fun b : ℝ => v / (1 + b ^ 2 * v / 2)) 0 :=
      ContinuousAt.div continuousAt_const (by fun_prop) (by simp)
    have l1 : Tendsto (fun b : ℝ => v / (1 + b ^ 2 * v)) (𝓝 0) (𝓝 v) := by
      convert c1.tendsto using 2
      simp
    have l2 : Tendsto (fun b : ℝ => v / (1 + b ^ 2 * v / 2)) (𝓝 0) (𝓝 v) := by
      convert c2.tendsto using 2
      simp
    apply tendsto_of_tendsto_of_tendsto_of_le_of_le'
      (l1.mono_left nhdsWithin_le_nhds) (l2.mono_left nhdsWithin_le_nhds)
    · filter_upwards [self_mem_nhdsWithin] with b hb
      exact (fdSpread_bounds hv hb).1.le
    · filter_upwards [self_mem_nhdsWithin] with b hb
      exact (fdSpread_bounds hv hb).2.le

/-- At a fixed step `b ≠ 0` the finite-difference spread strictly increases with the
variance `v > 0`, and it tends to `1/b²` as the variance grows without bound. -/
theorem fdSpread_saturates {b : ℝ} (hb : b ≠ 0) :
    StrictMonoOn (fun v => fdSpread v b) (Set.Ioi 0) ∧
      Tendsto (fun v => fdSpread v b) atTop (𝓝 (1 / b ^ 2)) := by
  have hb2 : 0 < b ^ 2 := by positivity
  constructor
  · intro v hv w hw hvw
    change fdSpread v b < fdSpread w b
    rw [fdSpread_eq hv, fdSpread_eq hw]
    have h : Real.exp (-(b ^ 2 * w)) < Real.exp (-(b ^ 2 * v)) :=
      Real.exp_lt_exp.mpr (by nlinarith [mul_pos hb2 (sub_pos.mpr hvw)])
    exact div_lt_div_of_pos_right (by linarith) hb2
  · have h1 : Tendsto (fun v : ℝ => b ^ 2 * v) atTop atTop :=
      tendsto_id.const_mul_atTop hb2
    have h2 : Tendsto (fun v : ℝ => Real.exp (-(b ^ 2 * v))) atTop (𝓝 0) :=
      Real.tendsto_exp_neg_atTop_nhds_zero.comp h1
    have h3 := (h2.const_sub 1).div_const (b ^ 2)
    rw [sub_zero] at h3
    refine h3.congr' ?_
    filter_upwards [eventually_gt_atTop 0] with v hv
    exact (fdSpread_eq hv b).symm

end

end GaussianWannierSpread
```

```lean
#print axioms GaussianWannierSpread.fdSpread_bounds
-- 'GaussianWannierSpread.fdSpread_bounds' depends on axioms: [propext, Classical.choice, Quot.sound]
#print axioms GaussianWannierSpread.fdSpread_strictAnti_and_tendsto
-- 'GaussianWannierSpread.fdSpread_strictAnti_and_tendsto' depends on axioms: [propext, Classical.choice, Quot.sound]
#print axioms GaussianWannierSpread.fdSpread_saturates
-- 'GaussianWannierSpread.fdSpread_saturates' depends on axioms: [propext, Classical.choice, Quot.sound]
```

## How the Lean proofs carry out the derivation

`overlap_eq` uses Mathlib's `integral_cexp_quadratic`, which contains the completed square. Its quadratic coefficient is $-1/(2v)$, whose real part is negative by `hre`, and its linear coefficient is $-ib$. The step `hs` identifies the complex square root in that formula with the real number $\sqrt{2\pi v}$, `hx` brings the integrand to the required form, and `hI` evaluates $(-ib)^2=-b^2$. `fdSpread_eq` then squares the real exponential.

`one_sub_exp_bounds` proves the two inequalities for $1-e^{-y}$, with $y$ written as `x`. Its inner statement `key` is $(1+t)e^{-t}<1$. This gives the lower bound directly and also makes the derivative of $g$ positive, from which `strictMonoOn_of_deriv_pos` yields the upper bound. `fdSpread_bounds` substitutes $b^2v$ and divides by $b^2$.

In `fdSpread_strictAnti_and_tendsto`, the first half obtains the weight $t$ and applies `strictConvexOn_exp` to the points $-c^2v$ and $0$. The equation `e` recognises the intermediate point as $-b^2v$, and `h3` multiplies out the weights before the two fractions are compared. The second half shows that both rational bounds are continuous at $b=0$ with value $v$, and then applies the squeeze theorem, using `fdSpread_bounds` at nonzero steps.

`fdSpread_saturates` compares two exponentials for the increase with $v$. For the limit, it composes the decay of $e^{-s}$ at large $s$ with $s=b^2v$. The closed form is available only for positive variance, so `eventually_gt_atTop 0` restricts the argument to $v>0$, which doesn't affect a limit at infinity.
